# For two electrons in distinct orbitals, the singlet pair creator commutes with total spin and the triplet pair has S² = 2

Take two orbitals p ≠ q and a vacuum v. Let c_ps create an electron in orbital p with spin s, where s is u (up) or d (down). The total raising operator S+ turns each down spin into an up spin in turn and adds the results, so

S+ c_pu c_qd v = c_pu c_qu v
S+ c_pd c_qu v = c_pu c_qu v

The difference of the two states is annihilated by S+, while their sum goes to 2 c_pu c_qu v. The same cancellation happens between operators, before any state is chosen. Spin is in units of ħ throughout.

## Anticommutation relations and a Fock space that obeys them

```lean
import Mathlib

noncomputable section

namespace SingletTripletPairs
```

The spin label takes two values.

```lean
/-- The two spin labels of an orbital. -/
inductive Spin
  | up
  | down
  deriving DecidableEq
```

Let a_ps be the annihilator belonging to c_ps. With {x, y} = xy + yx, the canonical anticommutation relations (CAR) are

{c_ps, c_qt} = 0
{a_ps, a_qt} = 0
{a_ps, c_qt} = δ_pq δ_st

In Lean, `c p s` and `a p s` are linear operators on a complex vector space `V`, and `CAR c a` is the hypothesis that these relations hold. There is no inner product, and a_ps is not required to be the adjoint of c_ps.

```lean
variable {Orb V : Type*} [DecidableEq Orb] [AddCommGroup V] [Module ℂ V]

/-- The canonical anticommutation relations for creators `c p s` and annihilators `a p s`. -/
structure CAR (c a : Orb → Spin → Module.End ℂ V) : Prop where
  cc : ∀ p q s t, c p s * c q t + c q t * c p s = 0
  aa : ∀ p q s t, a p s * a q t + a q t * a p s = 0
  ac : ∀ p q s t, a p s * c q t + c q t * a p s = if p = q ∧ s = t then 1 else 0
```

A concrete model is the exterior algebra over the spin orbitals, written as the Clifford algebra of the zero quadratic form. For finitely many orbitals it is the usual fermionic Fock space, without its inner product.

```lean
/-- The exterior algebra over the complex functions on the spin orbitals. For finite `Orb` this is
fermionic Fock space, without its inner product. -/
abbrev Fock (Orb : Type*) := CliffordAlgebra (0 : QuadraticForm ℂ (Orb × Spin → ℂ))
```

Each spin orbital x gives a one-electron state e_x and a functional that reads off its amplitude.

```lean
/-- The one-electron state in a given spin orbital. -/
def mode (x : Orb × Spin) : Fock Orb := CliffordAlgebra.ι 0 (Pi.single x 1)

/-- The functional reading off the amplitude of a given spin orbital. -/
def coord (x : Orb × Spin) : Module.Dual ℂ (Orb × Spin → ℂ) := LinearMap.proj x
```

Creation is the wedge product with e_x, and annihilation is the contraction i_x.

```lean
/-- Creation on Fock space: wedge multiplication by a spin orbital. -/
def fockCreate (p : Orb) (s : Spin) : Module.End ℂ (Fock Orb) :=
  LinearMap.mulLeft ℂ (mode (p, s))

/-- Annihilation on Fock space: contraction with a spin orbital. -/
def fockAnnihilate (p : Orb) (s : Spin) : Module.End ℂ (Fock Orb) :=
  CliffordAlgebra.contractLeft (coord (p, s))
```

One-electron states anticommute under the wedge product, and contractions anticommute with each other. The mixed relation follows from

i_x(e_y ∧ ω) = δ_xy ω − e_y ∧ i_x ω

Contraction annihilates 1, which serves as the vacuum. It is nonzero because the projection onto scalars sends it to the number 1.

```lean
/-- The Fock space operators obey the CAR, and `1` is a nonzero vacuum. -/
theorem CAR_witness : CAR (fockCreate (Orb := Orb)) fockAnnihilate ∧
    (∀ (p : Orb) s, fockAnnihilate p s 1 = 0) ∧ (1 : Fock Orb) ≠ 0 := by
  refine ⟨⟨fun p q s t => ?_, fun p q s t => ?_, fun p q s t => ?_⟩, fun p s => ?_, fun h => ?_⟩
  · refine LinearMap.ext fun x => ?_
    have e : ∀ m n : Orb × Spin, mode m * mode n + mode n * mode m = 0 :=
      fun m n => ExteriorAlgebra.ι_add_mul_swap _ _
    change mode (p, s) * (mode (q, t) * x) + mode (q, t) * (mode (p, s) * x) = 0
    rw [← mul_assoc, ← mul_assoc, ← add_mul, e, zero_mul]
  · refine LinearMap.ext fun x => ?_
    change CliffordAlgebra.contractLeft (coord (p, s))
        (CliffordAlgebra.contractLeft (coord (q, t)) x)
      + CliffordAlgebra.contractLeft (coord (q, t))
        (CliffordAlgebra.contractLeft (coord (p, s)) x) = 0
    rw [CliffordAlgebra.contractLeft_comm, neg_add_cancel]
  · refine LinearMap.ext fun x => ?_
    change CliffordAlgebra.contractLeft (coord (p, s)) (mode (q, t) * x)
      + mode (q, t) * CliffordAlgebra.contractLeft (coord (p, s)) x = _
    rw [mode, CliffordAlgebra.contractLeft_ι_mul, sub_add_cancel]
    change (Pi.single (q, t) (1 : ℂ) : Orb × Spin → ℂ) (p, s) • x = _
    by_cases hh : p = q ∧ s = t
    · obtain ⟨rfl, rfl⟩ := hh
      rw [if_pos ⟨rfl, rfl⟩, Pi.single_eq_same, one_smul, Module.End.one_apply]
    · have hne : (p, s) ≠ (q, t) := fun e => hh ⟨congrArg Prod.fst e, congrArg Prod.snd e⟩
      rw [if_neg hh, Pi.single_eq_of_ne hne, zero_smul, LinearMap.zero_apply]
  · exact CliffordAlgebra.contractLeft_one _ (coord (p, s))
  · have e := congrArg (ExteriorAlgebra.algebraMapInv (R := ℂ) (M := Orb × Spin → ℂ)) h
    rw [map_one, map_zero] at e
    exact one_ne_zero e
```

## Total spin from transfer operators

For a finite set of orbitals, define

E_st = Σ_p c_ps a_pt

which turns spin t into spin s.

```lean
variable [Fintype Orb] {c a : Orb → Spin → Module.End ℂ V}

/-- The operator `∑ p, c p s * a p t`, which turns spin `t` into spin `s`. -/
def transfer (c a : Orb → Spin → Module.End ℂ V) (s t : Spin) : Module.End ℂ V :=
  ∑ p, c p s * a p t
```

Then S+ = E_ud and S− = E_du.

```lean
/-- The total raising operator `S+`. -/
def spinPlus (c a : Orb → Spin → Module.End ℂ V) := transfer c a .up .down

/-- The total lowering operator `S-`. -/
def spinMinus (c a : Orb → Spin → Module.End ℂ V) := transfer c a .down .up
```

The third component is Sz = ½(E_uu − E_dd).

```lean
/-- The total `Sz`, half the difference of the spin-up and spin-down numbers. -/
def spinZ (c a : Orb → Spin → Module.End ℂ V) : Module.End ℂ V :=
  (1 / 2 : ℂ) • (transfer c a .up .up - transfer c a .down .down)
```

The total spin squared is S² = ½(S+ S− + S− S+) + Sz².

```lean
/-- The total spin squared, `S² = (S+ S- + S- S+)/2 + Sz²`. -/
def spinSq (c a : Orb → Spin → Module.End ℂ V) : Module.End ℂ V :=
  (1 / 2 : ℂ) • (spinPlus c a * spinMinus c a + spinMinus c a * spinPlus c a)
    + spinZ c a * spinZ c a
```

The two pair creators are

P = c_pu c_qd − c_pd c_qu
T = c_pu c_qd + c_pd c_qu

```lean
/-- The singlet pair creator. -/
def singletPair (c : Orb → Spin → Module.End ℂ V) (p q : Orb) : Module.End ℂ V :=
  c p .up * c q .down - c p .down * c q .up

/-- The triplet pair creator with one spin up and one spin down. -/
def tripletPair (c : Orb → Spin → Module.End ℂ V) (p q : Orb) : Module.End ℂ V :=
  c p .up * c q .down + c p .down * c q .up
```

A reference state Φ has spin zero when S+ Φ = S− Φ = Sz Φ = 0.

```lean
/-- A state annihilated by all components of the total spin. -/
structure IsSpinZero (c a : Orb → Spin → Module.End ℂ V) (Φ : V) : Prop where
  plus : spinPlus c a Φ = 0
  minus : spinMinus c a Φ = 0
  z : spinZ c a Φ = 0
```

## The singlet pair commutes with the spin

Commutators obey the product rule

[X, xy] = [X, x] y + x [X, y]

which the code states with each commutator as a remainder: X x = x X + d.

```lean
omit [DecidableEq Orb] in
/-- Product rule: the commutator of `X` with `x * y` follows from those with `x` and `y`. -/
theorem commutator_mul {R : Type*} [Ring R] {X x y d e : R} (hx : X * x = x * X + d)
    (hy : X * y = y * X + e) : X * (x * y) = x * y * X + (d * y + x * e) := by
  rw [← mul_assoc X x y, hx, add_mul, mul_assoc x X y, hy]
  noncomm_ring
```

For one term of E_st, the CAR give

[c_ps a_pt, c_qr] = c_ps {a_pt, c_qr} − {c_ps, c_qr} a_pt = δ_pq δ_tr c_ps
[c_ps a_pt, a_qr] = c_ps {a_pt, a_qr} − {c_ps, a_qr} a_pt = −δ_pq δ_sr a_pt

Summing over p leaves

[E_st, c_qr] = δ_tr c_qs
[E_st, a_qr] = −δ_sr a_qt

In the proof, `key` is the one-term relation. Its regrouping into anticommutators is checked by `noncomm_ring`, and the sum then collapses to p = q.

```lean
/-- The commutator of `transfer c a s t` with `c q r` is `c q s` if `t = r` and zero otherwise; with
`a q r` it is `-a q t` if `s = r` and zero otherwise. -/
theorem transfer_commutators (h : CAR c a) (q : Orb) (s t r : Spin) :
    transfer c a s t * c q r = c q r * transfer c a s t + (if t = r then c q s else 0) ∧
    transfer c a s t * a q r = a q r * transfer c a s t + -(if s = r then a q t else 0) := by
  constructor
  · have key : ∀ p, c p s * a p t * c q r = c q r * (c p s * a p t)
        + if p = q then (if t = r then c q s else 0) else 0 := by
      intro p
      have e : c p s * a p t * c q r = c q r * (c p s * a p t)
          + c p s * (a p t * c q r + c q r * a p t)
          - (c p s * c q r + c q r * c p s) * a p t := by noncomm_ring
      rw [e, h.ac, h.cc]
      by_cases hp : p = q
      · subst hp
        by_cases ht : t = r <;> simp [ht]
      · simp [hp]
    simp only [transfer, Finset.sum_mul, Finset.mul_sum, key, Finset.sum_add_distrib,
      Finset.sum_ite_eq', Finset.mem_univ, if_true]
  · have key : ∀ p, c p s * a p t * a q r = a q r * (c p s * a p t)
        + if p = q then -(if s = r then a q t else 0) else 0 := by
      intro p
      have e : c p s * a p t * a q r = a q r * (c p s * a p t)
          - (a q r * c p s + c p s * a q r) * a p t
          + c p s * (a p t * a q r + a q r * a p t) := by noncomm_ring
      rw [e, h.ac, h.aa]
      by_cases hp : p = q
      · subst hp
        by_cases ht : s = r
        · subst ht
          simp [sub_eq_add_neg]
        · simp [ht, Ne.symm ht]
      · simp [hp, Ne.symm hp]
    simp only [transfer, Finset.sum_mul, Finset.mul_sum, key, Finset.sum_add_distrib,
      Finset.sum_ite_eq', Finset.mem_univ, if_true]
```

Hence the commutator with S+ takes c_qd to c_qu and c_qu to 0, the one with S− takes c_qu to c_qd and c_qd to 0, and the one with Sz multiplies c_qu by ½ and c_qd by −½. The product rule gives

[S+, P] = c_pu c_qu − c_pu c_qu = 0
[S−, P] = c_pd c_qd − c_pd c_qd = 0
[Sz, P] = (½ − ½) c_pu c_qd − (−½ + ½) c_pd c_qu = 0

The proof substitutes the commutators `e`, and `module` collects the terms.

```lean
/-- The singlet pair creator commutes with `S+`, `S-` and `Sz`. -/
theorem singletPair_commute (h : CAR c a) (p q : Orb) :
    Commute (spinPlus c a) (singletPair c p q) ∧ Commute (spinMinus c a) (singletPair c p q) ∧
    Commute (spinZ c a) (singletPair c p q) := by
  have e := fun s t r r' => commutator_mul (transfer_commutators h p s t r).1
    (transfer_commutators h q s t r').1
  refine ⟨?_, ?_, ?_⟩ <;>
  · simp only [commute_iff_eq, spinPlus, spinMinus, spinZ, singletPair, smul_mul_assoc,
      mul_smul_comm, mul_sub, sub_mul, e, reduceCtorEq, if_true, if_false, zero_mul, mul_zero]
    module
```

For the annihilators, [S+, a_qu] = −a_qd and [S−, a_qd] = −a_qu, so

[S+, a_pu a_qd − a_pd a_qu] = −a_pd a_qd + a_pd a_qd = 0
[S−, a_pu a_qd − a_pd a_qu] = −a_pu a_qu + a_pu a_qu = 0

The Sz contributions ±½ cancel within each product. In Lean this operator is `singletPair a p q`.

```lean
/-- The singlet pair annihilator commutes with `S+`, `S-` and `Sz`. -/
theorem singletAnnihilator_commute (h : CAR c a) (p q : Orb) :
    Commute (spinPlus c a) (singletPair a p q) ∧ Commute (spinMinus c a) (singletPair a p q) ∧
    Commute (spinZ c a) (singletPair a p q) := by
  have e := fun s t r r' => commutator_mul (transfer_commutators h p s t r).2
    (transfer_commutators h q s t r').2
  refine ⟨?_, ?_, ?_⟩ <;>
  · simp only [commute_iff_eq, spinPlus, spinMinus, spinZ, singletPair, smul_mul_assoc,
      mul_smul_comm, mul_sub, sub_mul, e, reduceCtorEq, if_true, if_false, zero_mul, mul_zero,
      neg_zero, neg_mul, mul_neg]
    module
```

The same two commutators give a neighbouring result, derived here by hand only: spin-summed hopping conserves total spin, since

[E_st, Σ_r c_pr a_qr] = c_ps a_qt − c_ps a_qt = 0

## Many singlet pairs, and one triplet pair

If Φ has spin zero and P₁, …, Pₙ are singlet pair creators, each spin component X passes through all of them:

X P₁ ⋯ Pₙ Φ = P₁ ⋯ Pₙ X Φ = 0

Every term of S² therefore vanishes on the product state. The proof is an induction on the list of pairs. In electronic structure, this makes valence-bond products of singlet pairs, over finitely many orbitals and on a spin-zero reference, exact spin singlets whenever they are nonzero.

```lean
/-- Any number of singlet pair creators take a vector annihilated by the total spin to a vector,
possibly zero, that is again annihilated by `S+`, `S-`, `Sz` and `S²`. -/
theorem singletPairs_spinZero (h : CAR c a) {Φ : V} (hΦ : IsSpinZero c a Φ)
    (l : List (Orb × Orb)) :
    IsSpinZero c a ((l.map fun x => singletPair c x.1 x.2).prod Φ) ∧
    spinSq c a ((l.map fun x => singletPair c x.1 x.2).prod Φ) = 0 := by
  have key : IsSpinZero c a ((l.map fun x => singletPair c x.1 x.2).prod Φ) := by
    induction l with
    | nil => simpa using hΦ
    | cons x l ih =>
      obtain ⟨h1, h2, h3⟩ := singletPair_commute h x.1 x.2
      rw [List.map_cons, List.prod_cons, Module.End.mul_apply]
      -- each spin component moves through the pair creator
      constructor
      · rw [← Module.End.mul_apply, h1.eq, Module.End.mul_apply, ih.plus, map_zero]
      · rw [← Module.End.mul_apply, h2.eq, Module.End.mul_apply, ih.minus, map_zero]
      · rw [← Module.End.mul_apply, h3.eq, Module.End.mul_apply, ih.z, map_zero]
  refine ⟨key, ?_⟩
  simp only [spinSq, LinearMap.add_apply, LinearMap.smul_apply, Module.End.mul_apply,
    key.plus, key.minus, key.z, map_zero, add_zero, smul_zero]
```

For the triplet pair the terms add:

[S+, T] = 2 c_pu c_qu
[S−, T] = 2 c_pd c_qd
[S−, c_pu c_qu] = T
[S+, c_pd c_qd] = T
[Sz, T] = 0

On a spin-zero Φ it follows that

S+ S− T Φ = 2 S+ c_pd c_qd Φ = 2 T Φ
S− S+ T Φ = 2 S− c_pu c_qu Φ = 2 T Φ
S² T Φ = ½(2 + 2) T Φ + 0 = 2 T Φ

This is S(S+1) with S = 1. The relations are `l1` to `l5` as operators and `k1` to `k5` applied to Φ.

```lean
/-- The triplet pair creator takes a vector annihilated by the total spin to a vector, possibly
zero, that `Sz` annihilates and `S²` multiplies by 2. -/
theorem tripletPair_spinSq (h : CAR c a) {Φ : V} (hΦ : IsSpinZero c a Φ) (p q : Orb) :
    spinZ c a (tripletPair c p q Φ) = 0 ∧
    spinSq c a (tripletPair c p q Φ) = (2 : ℂ) • tripletPair c p q Φ := by
  have e := fun s t r r' => commutator_mul (transfer_commutators h p s t r).1
    (transfer_commutators h q s t r').1
  -- ladder relations between the three triplet pair creators
  have l1 : spinPlus c a * tripletPair c p q
      = tripletPair c p q * spinPlus c a + (2 : ℂ) • (c p .up * c q .up) := by
    simp only [spinPlus, tripletPair, mul_add, add_mul, e, reduceCtorEq, if_true, if_false,
      zero_mul, mul_zero]
    module
  have l2 : spinMinus c a * tripletPair c p q
      = tripletPair c p q * spinMinus c a + (2 : ℂ) • (c p .down * c q .down) := by
    simp only [spinMinus, tripletPair, mul_add, add_mul, e, reduceCtorEq, if_true, if_false,
      zero_mul, mul_zero]
    module
  have l3 : spinMinus c a * (c p .up * c q .up)
      = c p .up * c q .up * spinMinus c a + tripletPair c p q := by
    simp only [spinMinus, tripletPair, e, if_true]
    module
  have l4 : spinPlus c a * (c p .down * c q .down)
      = c p .down * c q .down * spinPlus c a + tripletPair c p q := by
    simp only [spinPlus, tripletPair, e, if_true]
  have l5 : spinZ c a * tripletPair c p q = tripletPair c p q * spinZ c a := by
    simp only [spinZ, tripletPair, smul_mul_assoc, mul_smul_comm, mul_add, add_mul, mul_sub,
      sub_mul, e, reduceCtorEq, if_true, if_false, zero_mul, mul_zero]
    module
  -- the same relations on the spin-zero state
  have k1 := LinearMap.congr_fun l1 Φ
  have k2 := LinearMap.congr_fun l2 Φ
  have k3 := LinearMap.congr_fun l3 Φ
  have k4 := LinearMap.congr_fun l4 Φ
  have k5 := LinearMap.congr_fun l5 Φ
  simp only [LinearMap.add_apply, LinearMap.smul_apply, Module.End.mul_apply, hΦ.plus,
    hΦ.minus, hΦ.z, map_zero, zero_add] at k1 k2 k3 k4 k5
  refine ⟨k5, ?_⟩
  simp only [spinSq, LinearMap.add_apply, LinearMap.smul_apply, Module.End.mul_apply,
    k1, k2, k3, k4, k5, map_smul, map_zero]
  module
```

## Both pair states are nonzero

An eigenvalue equation says nothing about a zero vector. For p ≠ q, removing the two electrons gives

a_qd a_pu c_pu c_qd v = a_qd c_qd v = v
a_qd a_pu c_pd c_qu v = 0

so both P v and T v return to v.

```lean
omit [Fintype Orb] in
/-- Removing a spin-up electron from `p` and a spin-down electron from `q ≠ p` takes both
pair states back to the vacuum. -/
theorem remove_pair (h : CAR c a) {v : V} (hv : ∀ p s, a p s v = 0) {p q : Orb} (hpq : p ≠ q) :
    a q .down (a p .up (singletPair c p q v)) = v ∧
    a q .down (a p .up (tripletPair c p q v)) = v := by
  have k : ∀ p q s t x, a p s (c q t x)
      = (if p = q ∧ s = t then x else 0) - c q t (a p s x) := by
    intro p q s t x
    have e := LinearMap.congr_fun (h.ac p q s t) x
    split_ifs at e ⊢ <;>
    · simp only [LinearMap.add_apply, Module.End.mul_apply, Module.End.one_apply,
        LinearMap.zero_apply] at e
      exact eq_sub_of_add_eq e
  constructor <;> simp [singletPair, tripletPair, k, hv, hpq]
```

If p = q is allowed, the triplet state vanishes already with one orbital: T = {c_pu, c_pd} = 0, so T v = 0. The singlet state is still nonzero, P v = 2 c_pu c_pd v, a doubly occupied orbital, but removing its two electrons gives 2v instead of v.

Every a_pt annihilates v, so every E_st does too, and the vacuum is a spin-zero reference. The final theorem combines this with the preceding results. The pair states are unnormalised; for p ≠ q, in the usual inner product, with orthonormal orbitals and a normalised vacuum, the unit vectors are P v/√2 and T v/√2.

```lean
/-- The singlet pair creator commutes with the total spin; on a nonzero vacuum, with `p ≠ q`,
it creates a nonzero state with `S² = 0`, and the triplet pair creator a nonzero state
with `S² = 2`. -/
theorem singlet_and_triplet (h : CAR c a) {v : V} (hv : ∀ p s, a p s v = 0) (hv0 : v ≠ 0)
    {p q : Orb} (hpq : p ≠ q) :
    (Commute (spinPlus c a) (singletPair c p q) ∧ Commute (spinMinus c a) (singletPair c p q) ∧
      Commute (spinZ c a) (singletPair c p q)) ∧
    (singletPair c p q v ≠ 0 ∧ spinSq c a (singletPair c p q v) = 0) ∧
    (tripletPair c p q v ≠ 0 ∧
      spinSq c a (tripletPair c p q v) = (2 : ℂ) • tripletPair c p q v) := by
  -- the vacuum carries no spin
  have ht : ∀ s t, transfer c a s t v = 0 := by
    intro s t
    simp [transfer, LinearMap.sum_apply, hv]
  have h0 : IsSpinZero c a v :=
    ⟨ht _ _, ht _ _, by simp [spinZ, ht]⟩
  obtain ⟨r1, r2⟩ := remove_pair h hv hpq
  refine ⟨singletPair_commute h p q, ⟨fun z => hv0 ?_, ?_⟩, fun z => hv0 ?_,
    (tripletPair_spinSq h h0 p q).2⟩
  · rw [← r1, z, map_zero, map_zero]
  · simpa using (singletPairs_spinZero h h0 [(p, q)]).2
  · rw [← r2, z, map_zero, map_zero]

end SingletTripletPairs
```

```lean
#print axioms SingletTripletPairs.singletAnnihilator_commute
#print axioms SingletTripletPairs.singlet_and_triplet
```

```
'SingletTripletPairs.singletAnnihilator_commute' depends on axioms: [propext, Classical.choice, Quot.sound]
'SingletTripletPairs.singlet_and_triplet' depends on axioms: [propext, Classical.choice, Quot.sound]
```
